# Coupling-constant scaling of time-dependent Schrödinger solutions with an interaction of degree −1

Take a twice continuously differentiable solution of the time-dependent Schrödinger equation whose interaction is divided by $c$ when all coordinates are multiplied by $c>0$. Evaluating that solution at coordinates multiplied by $c$ and time multiplied by $c^2$ gives a solution with the interaction strength multiplied by $c$, in a correspondingly scaled external potential.

For non-relativistic particles in scalar potentials, this is the wavefunction-level step behind coupling-constant relations in time-dependent density functional theory. The density changes along with the coupling, so this is not an adiabatic connection at fixed density, and no exchange-correlation functional appears.

## The scaled wavefunction

Units are atomic. A configuration $x$ is a function `ι → ℝ`, that is, $n$ real coordinates, with $n$ written `Fintype.card ι`. Spin is left out, and no exchange symmetry is imposed.

```lean
import Mathlib

open MeasureTheory

namespace CouplingConstantScaling

noncomputable section

variable {ι : Type*} [Fintype ι]
```

For $c>0$ the scaled wavefunction is
$$\psi_c(x,t)=c^{n/2}\,\psi(cx,c^2t).$$

```lean
/-- The scaled wavefunction `c^(n/2) ψ(c x, c² t)` on an `n`-dimensional configuration space,
for a scale factor `c > 0`. -/
def scaleWave (c : ℝ) (ψ : (ι → ℝ) → ℝ → ℂ) : (ι → ℝ) → ℝ → ℂ :=
  fun x t => ((c ^ ((Fintype.card ι : ℝ) / 2) : ℝ) : ℂ) * ψ (c • x) (c ^ 2 * t)
```

## (a) Two scalings in succession

Show that scaling by $b>0$ and then by $a>0$ is a single scaling:
$$(\psi_b)_a=\psi_{ab}.$$

**Solution.** Insert the definition twice:
$$(\psi_b)_a(x,t)=a^{n/2}\psi_b(ax,a^2t)=a^{n/2}b^{n/2}\psi(abx,a^2b^2t)=(ab)^{n/2}\psi(abx,(ab)^2t).$$
In Lean, `Real.mul_rpow` combines the prefactors, which uses the positivity of $a$ and $b$.

```lean
/-- Scaling by `b > 0` and then by `a > 0` is scaling by `a b`. -/
theorem scaleWave_scaleWave {a b : ℝ} (ha : 0 < a) (hb : 0 < b) (ψ : (ι → ℝ) → ℝ → ℂ) :
    scaleWave a (scaleWave b ψ) = scaleWave (a * b) ψ := by
  funext x t
  have h : b ^ 2 * (a ^ 2 * t) = (a * b) ^ 2 * t := by ring
  simp only [scaleWave, Real.mul_rpow ha.le hb.le, Complex.ofReal_mul, smul_smul]
  rw [h, mul_comm b a]
  ring
```

## (b) The probability density in configuration space

Find the squared modulus of the scaled wavefunction:
$$|\psi_c(x,t)|^2=c^n\,|\psi(cx,c^2t)|^2.$$

**Solution.** The modulus of a product is the product of the moduli, and $(c^{n/2})^2=c^n$ because $c>0$. The inner statement `h` is this identity between a real power and an integer power.

```lean
/-- For `c > 0` the probability density of the scaled wavefunction is `cⁿ |ψ(c x, c² t)|²`. -/
theorem norm_sq_scaleWave {c : ℝ} (hc : 0 < c) (ψ : (ι → ℝ) → ℝ → ℂ) (x : ι → ℝ) (t : ℝ) :
    ‖scaleWave c ψ x t‖ ^ 2 = c ^ Fintype.card ι * ‖ψ (c • x) (c ^ 2 * t)‖ ^ 2 := by
  have h : (c ^ ((Fintype.card ι : ℝ) / 2)) ^ 2 = c ^ Fintype.card ι := by
    rw [← Real.rpow_natCast, ← Real.rpow_mul hc.le, ← Real.rpow_natCast c]
    congr 1
    push_cast
    ring
  rw [scaleWave, norm_mul, mul_pow, Complex.norm_real, Real.norm_eq_abs, sq_abs, h]
```

## (c) Normalisation

Let $\psi$ be normalised at time $c^2t$. Show that the scaled wavefunction is normalised at time $t$:
$$\int|\psi_c(x,t)|^2\,dx=1.$$

**Solution.** Use (b) and substitute $y=cx$, so that $dx=c^{-n}dy$:
$$c^n\int|\psi(cx,c^2t)|^2dx=c^n c^{-n}\int|\psi(y,c^2t)|^2dy=1.$$
The substitution is `Measure.integral_comp_smul`.

```lean
/-- If `ψ` is normalised at time `c² t`, with `c > 0`, then the scaled wavefunction is
normalised at time `t`. -/
theorem scaleWave_normalised {c : ℝ} (hc : 0 < c) (ψ : (ι → ℝ) → ℝ → ℂ) (t : ℝ)
    (h : ∫ x, ‖ψ x (c ^ 2 * t)‖ ^ 2 = 1) : ∫ x, ‖scaleWave c ψ x t‖ ^ 2 = 1 := by
  have hI := Measure.integral_comp_smul volume (fun y : ι → ℝ => ‖ψ y (c ^ 2 * t)‖ ^ 2) c
  simp only [norm_sq_scaleWave hc]
  rw [integral_const_mul, hI, Module.finrank_fintype_fun_eq_card,
    abs_of_pos (by positivity : 0 < (c ^ Fintype.card ι)⁻¹), h, smul_eq_mul, mul_one]
  exact mul_inv_cancel₀ (by positivity)
```

## (d) The density of a group of coordinates

Split the configuration into $k$ coordinates $r$ and $m$ coordinates $y$, with $n=k+m$. Lean indexes the two groups by `κ` and `ν`, and joins them with `Sum.elim r y`. Define $\rho(r,t)=\int|\psi(r,y,t)|^2dy$.

```lean
/-- The density of the coordinates `r`: the squared modulus of the wavefunction with all
other coordinates integrated out, where that integral converges. -/
def density {κ ν : Type*} [Fintype ν] (ψ : (κ ⊕ ν → ℝ) → ℝ → ℂ) (r : κ → ℝ) (t : ℝ) : ℝ :=
  ∫ y : ν → ℝ, ‖ψ (Sum.elim r y) t‖ ^ 2
```

Suppose that this integral converges at $(cr,c^2t)$. Show that the density $\rho_c$ of $\psi_c$ exists at $(r,t)$ and equals
$$\rho_c(r,t)=c^k\rho(cr,c^2t).$$

**Solution.** By (b), and with $y'=cy$,
$$\rho_c(r,t)=c^{k+m}\int|\psi(cr,cy,c^2t)|^2dy=c^{k+m}c^{-m}\int|\psi(cr,y',c^2t)|^2dy'.$$
The same substitution carries the convergence over. For one electron in three dimensions $k=3$; the usual factor $N$ in the electron density multiplies both sides alike.

In the proof, `hn` rewrites the integrand and `hI` changes the variable.

```lean
/-- For `c > 0`, if the integral for the density of `ψ` at `(c r, c² t)` converges, so does that
for the scaled wavefunction at `(r, t)`, and its density is `c^k ρ(c r, c² t)`, with `k` the
number of coordinates in `r`. -/
theorem density_scaleWave {κ ν : Type*} [Fintype κ] [Fintype ν] {c : ℝ} (hc : 0 < c)
    (ψ : (κ ⊕ ν → ℝ) → ℝ → ℂ) (r : κ → ℝ) (t : ℝ)
    (hψ : Integrable (fun y : ν → ℝ => ‖ψ (Sum.elim (c • r) y) (c ^ 2 * t)‖ ^ 2)) :
    Integrable (fun y : ν → ℝ => ‖scaleWave c ψ (Sum.elim r y) t‖ ^ 2) ∧
      density (scaleWave c ψ) r t = c ^ Fintype.card κ * density ψ (c • r) (c ^ 2 * t) := by
  have hn : ∀ y : ν → ℝ, ‖scaleWave c ψ (Sum.elim r y) t‖ ^ 2 =
      c ^ (Fintype.card κ + Fintype.card ν) *
        ‖ψ (Sum.elim (c • r) (c • y)) (c ^ 2 * t)‖ ^ 2 := by
    intro y
    have he : c • Sum.elim r y = Sum.elim (c • r) (c • y) := by
      funext i
      cases i <;> rfl
    rw [norm_sq_scaleWave hc, he, Fintype.card_sum]
  -- substitute `c y` for the coordinates that are integrated out
  have hI := Measure.integral_comp_smul volume
    (fun y : ν → ℝ => ‖ψ (Sum.elim (c • r) y) (c ^ 2 * t)‖ ^ 2) c
  constructor
  · simp only [hn]
    exact (hψ.comp_smul hc.ne').const_mul _
  · simp only [density, hn]
    rw [integral_const_mul, hI, Module.finrank_fintype_fun_eq_card,
      abs_of_pos (by positivity : 0 < (c ^ Fintype.card ν)⁻¹), smul_eq_mul, pow_add]
    field_simp
```

## The interaction and the equation

The interaction $W$ satisfies $W(cx)=W(x)/c$ for all $c>0$. A mistake that is easily made in writing this down is to demand it for every nonzero $c$: the choice $c=-1$ would force $W(-x)=-W(x)$, which excludes the Coulomb repulsion of two or more electrons.

```lean
/-- An interaction that is homogeneous of degree `-1`: `W(c x) = W(x)/c` for all `c > 0`. -/
def InverseHomogeneous (W : (ι → ℝ) → ℝ) : Prop :=
  ∀ c : ℝ, 0 < c → ∀ x, W (c • x) = W x / c
```

The Laplacian is the sum of the second derivatives along the coordinate axes.

```lean
variable [DecidableEq ι]

/-- The Laplacian: the sum of the second derivatives along the coordinate axes. -/
def laplacian (f : (ι → ℝ) → ℂ) (x : ι → ℝ) : ℂ :=
  ∑ i, deriv (deriv fun s : ℝ => f (x + s • (Pi.single i 1 : ι → ℝ))) 0
```

`Solves Ω ψ U` says that, at every configuration in $\Omega$ and at all times, $\psi$ is $C^2$ in space and time jointly and
$$\mathrm i\,\partial_t\psi=-\tfrac12\Delta\psi+U\psi.$$
The region $\Omega$ makes room for Coulomb wavefunctions, which generally have cusps where particles meet. Lean gives the value $0$ to a missing derivative and to a division by zero, so some identities below carry no exceptions; the $C^2$ condition ensures that the derivatives in the equation are genuine.

```lean
/-- `ψ` is twice continuously differentiable in space and time and obeys
`i ψ_t = -½ Δψ + U ψ` at every configuration in `Ω` and at all times. -/
def Solves (Ω : Set (ι → ℝ)) (ψ : (ι → ℝ) → ℝ → ℂ) (U : (ι → ℝ) → ℝ → ℝ) : Prop :=
  ∀ x ∈ Ω, ∀ t : ℝ, ContDiffAt ℝ 2 (fun p : (ι → ℝ) × ℝ => ψ p.1 p.2) (x, t) ∧
    Complex.I * deriv (ψ x) t =
      -(1 / 2) * laplacian (fun y => ψ y t) x + (U x t : ℂ) * ψ x t
```

## (e) One derivative

Differentiate a function of $cs$ with a constant prefactor $a$:
$$\frac{d}{ds}\bigl[a\,g(cs)\bigr]=a\,c\,g'(cs).$$

**Solution.** This is the chain rule: the inner function $cs$ has derivative $c$. In Lean the two sides are equal as functions of $s$, so the lemma can be applied again to its own result.

```lean
omit [Fintype ι] [DecidableEq ι] in
/-- Each derivative of a function of `c s` brings down one factor `c`. -/
theorem deriv_scaled (c : ℝ) (a : ℂ) (g : ℝ → ℂ) :
    deriv (fun s => a * g (c * s)) = fun s => a * c * deriv g (c * s) := by
  funext s
  rw [deriv_const_mul_field, deriv_comp_mul_left c g s, Complex.real_smul]
  ring
```

## (f) The Laplacian

Show that
$$\Delta\bigl[a f(cx)\bigr]=a\,c^2\,(\Delta f)(cx).$$

**Solution.** Let $e_i$ be the unit vector along axis $i$, and put $h_i(s)=f(cx+se_i)$. Along that axis the scaled function is
$$a f(c(x+se_i))=a\,h_i(cs).$$
Applying (e) twice gives the second derivative $ac^2h_i''(cs)$, which is $ac^2h_i''(0)$ at $s=0$. The sum over $i$ is the claim. The proof treats the terms one by one with `Finset.sum_congr` and uses `deriv_scaled` twice.

```lean
/-- The Laplacian of `a f(c x)` is `a c²` times the Laplacian of `f` at `c x`. -/
theorem laplacian_scaled (c : ℝ) (a : ℂ) (f : (ι → ℝ) → ℂ) (x : ι → ℝ) :
    laplacian (fun y => a * f (c • y)) x = a * (c : ℂ) ^ 2 * laplacian f (c • x) := by
  simp only [laplacian, Finset.mul_sum, smul_add, smul_smul]
  refine Finset.sum_congr rfl fun i _ => ?_
  rw [deriv_scaled c a (fun s => f (c • x + s • (Pi.single i 1 : ι → ℝ))), deriv_scaled]
  simp only [mul_zero]
  ring
```

## (g) The scaled Schrödinger equation

Let $\psi$ solve the equation on $\Omega$ with external potential $v(x,t)$ and interaction $gW(x)$, where $g$ is a real coupling constant. Show that, wherever $cx\in\Omega$,
$$\mathrm i\,\partial_t\psi_c=-\tfrac12\Delta\psi_c+\bigl[c^2v(cx,c^2t)+c\,g\,W(x)\bigr]\psi_c.$$

**Solution.** Write $A=c^{n/2}$. By (e), with $c^2$ in place of $c$, and by (f),
$$\partial_t\psi_c=Ac^2(\partial_t\psi)(cx,c^2t),\qquad \Delta\psi_c=Ac^2(\Delta\psi)(cx,c^2t).$$
Multiply the original equation at $(cx,c^2t)$ by $Ac^2$. The derivative terms become those of $\psi_c$, and the potential term becomes
$$\bigl[c^2v(cx,c^2t)+c^2gW(cx)\bigr]\psi_c.$$
Homogeneity gives $c^2W(cx)=cW(x)$. Finally, $\psi_c$ is $C^2$ because it is a constant times $\psi$ composed with a linear map.

In Lean, `ht` and `hl` are the two derivative formulas and `hw` is the homogeneity step. `linear_combination` then adds the multiplied equation and the multiplied homogeneity identity. The case $g=1$, with $\Omega$ the whole space, is the scaling of a globally $C^2$ solution at full coupling.

If $W$ is not homogeneous of degree $-1$, the claim can fail. Take $n=1$, $v=0$, $g=1$ and $W(x)=x^2/2$, with the normalised solution $\psi=\pi^{-1/4}e^{-x^2/2-\mathrm it/2}$. Then $\psi_c=c^{1/2}\pi^{-1/4}e^{-c^2x^2/2-\mathrm ic^2t/2}$ solves the equation with potential $c^4x^2/2$, whereas the scaled equation has $c\,x^2/2$. For every positive $c\neq1$ these potentials differ by more than a constant, so a time-dependent global phase cannot repair the mismatch.

```lean
/-- Coupling-constant scaling: if `ψ` solves the Schrödinger equation on `Ω` with external
potential `v` and interaction `g W`, `W` homogeneous of degree `-1`, then for `c > 0` the scaled
wavefunction solves it where `c x ∈ Ω`, with potential `c² v(c x, c² t)` and interaction `c g W`. -/
theorem coupling_scaling {c : ℝ} (hc : 0 < c) {W : (ι → ℝ) → ℝ} (hW : InverseHomogeneous W)
    {Ω : Set (ι → ℝ)} {ψ : (ι → ℝ) → ℝ → ℂ} {v : (ι → ℝ) → ℝ → ℝ} {g : ℝ}
    (h : Solves Ω ψ (fun x t => v x t + g * W x)) :
    Solves {x | c • x ∈ Ω} (scaleWave c ψ)
      (fun x t => c ^ 2 * v (c • x) (c ^ 2 * t) + c * g * W x) := by
  intro x hx t
  obtain ⟨hs, he⟩ := h (c • x) hx (c ^ 2 * t)
  refine ⟨?_, ?_⟩
  · have hmap : ContDiff ℝ 2 (fun p : (ι → ℝ) × ℝ => (c • p.1, c ^ 2 * p.2)) :=
      (contDiff_fst.const_smul c).prodMk (contDiff_const.mul contDiff_snd)
    exact contDiffAt_const.mul (ContDiffAt.comp (g := fun p : (ι → ℝ) × ℝ => ψ p.1 p.2)
      (f := fun p : (ι → ℝ) × ℝ => (c • p.1, c ^ 2 * p.2)) (x, t) hs hmap.contDiffAt)
  · have ht : deriv (scaleWave c ψ x) t = ((c ^ ((Fintype.card ι : ℝ) / 2) : ℝ) : ℂ) *
        ((c ^ 2 : ℝ) : ℂ) * deriv (ψ (c • x)) (c ^ 2 * t) :=
      congrFun (deriv_scaled (c ^ 2) _ (ψ (c • x))) t
    have hl : laplacian (fun y => scaleWave c ψ y t) x =
        ((c ^ ((Fintype.card ι : ℝ) / 2) : ℝ) : ℂ) * (c : ℂ) ^ 2 *
          laplacian (fun y => ψ y (c ^ 2 * t)) (c • x) :=
      laplacian_scaled c _ (fun y => ψ y (c ^ 2 * t)) x
    -- homogeneity leaves a single factor `c` on the interaction
    have hw : c ^ 2 * W (c • x) = c * W x := by
      rw [hW c hc x]
      field_simp
    have hwC : (c : ℂ) ^ 2 * (W (c • x) : ℂ) = c * W x := by exact_mod_cast hw
    rw [ht, hl]
    simp only [scaleWave, Complex.ofReal_add, Complex.ofReal_mul, Complex.ofReal_pow] at he ⊢
    linear_combination ((c ^ ((Fintype.card ι : ℝ) / 2) : ℝ) : ℂ) * (c : ℂ) ^ 2 * he +
      ((c ^ ((Fintype.card ι : ℝ) / 2) : ℝ) : ℂ) * g * ψ (c • x) (c ^ 2 * t) * hwC
```

## (h) The converse

Show that nothing is lost in the scaling:
$$\psi_c\text{ solves the scaled equation}\iff\psi\text{ solves the original one},$$
on the regions $\{x: cx\in\Omega\}$ and $\Omega$ respectively.

**Solution.** Part (g) is one direction. For the other, apply (g) to $\psi_c$ with the factor $1/c$. By (a), $(\psi_c)_{1/c}=\psi_1=\psi$. The external potential returns to
$$c^{-2}\,c^2\,v\bigl(c\,(x/c),\,c^2(t/c^2)\bigr)=v(x,t),$$
and the coupling to $c^{-1}cg=g$. The region returns to $\Omega$, since $c(x/c)=x$. The proof records the last two points as `hU` and `hΩ`.

```lean
/-- For `c > 0` and `W` homogeneous of degree `-1`, the scaled wavefunction solves the scaled
equation exactly when `ψ` solves the original one. -/
theorem coupling_scaling_iff {c : ℝ} (hc : 0 < c) {W : (ι → ℝ) → ℝ}
    (hW : InverseHomogeneous W) (Ω : Set (ι → ℝ)) (ψ : (ι → ℝ) → ℝ → ℂ)
    (v : (ι → ℝ) → ℝ → ℝ) (g : ℝ) :
    Solves {x | c • x ∈ Ω} (scaleWave c ψ)
      (fun x t => c ^ 2 * v (c • x) (c ^ 2 * t) + c * g * W x) ↔
    Solves Ω ψ (fun x t => v x t + g * W x) := by
  refine ⟨fun h => ?_, coupling_scaling hc hW⟩
  have hc0 : c ≠ 0 := hc.ne'
  -- undo the scaling with the factor `1/c`
  have h' := coupling_scaling (inv_pos.2 hc) hW
    (v := fun x t => c ^ 2 * v (c • x) (c ^ 2 * t)) (g := c * g) h
  have h1 : scaleWave 1 ψ = ψ := by
    funext x t
    simp [scaleWave]
  rw [scaleWave_scaleWave (inv_pos.2 hc) hc, inv_mul_cancel₀ hc0, h1] at h'
  have hΩ : {x | c⁻¹ • x ∈ {x | c • x ∈ Ω}} = Ω := by
    ext x
    simp only [Set.mem_ofPred_eq, smul_inv_smul₀ hc0]
  have hU : (fun x t => c⁻¹ ^ 2 * (c ^ 2 * v (c • c⁻¹ • x) (c ^ 2 * (c⁻¹ ^ 2 * t))) +
      c⁻¹ * (c * g) * W x) = fun x t => v x t + g * W x := by
    funext x t
    have e : c ^ 2 * (c⁻¹ ^ 2 * t) = t := by field_simp
    rw [smul_inv_smul₀ hc0, e]
    field_simp
  rw [← hΩ, ← hU]
  exact h'
```

## (i) Distances between electrons

For $N$ electrons in three dimensions the coordinates are $x_{(i,k)}$, where $i$ labels the electron and $k$ now labels the Cartesian component. Let $r_{ij}$ be the distance between electrons $i$ and $j$.

```lean
/-- The distance between electrons `i` and `j` in three dimensions. -/
def separation {N : ℕ} (x : Fin N × Fin 3 → ℝ) (i j : Fin N) : ℝ :=
  Real.sqrt (∑ k, (x (i, k) - x (j, k)) ^ 2)
```

The region `apart N` requires $r_{ij}>0$ for every pair.

```lean
/-- The configurations in which no two electrons coincide. -/
def apart (N : ℕ) : Set (Fin N × Fin 3 → ℝ) :=
  {x | ∀ i j, i < j → 0 < separation x i j}
```

The repulsion is $W_{\mathrm C}(x)=\sum_{i<j}1/r_{ij}$, which is zero for fewer than two electrons.

```lean
/-- The Coulomb repulsion of `N` electrons, the sum of `1/r_ij` over pairs, meaningful on
configurations in which no two electrons coincide. -/
def coulomb {N : ℕ} (x : Fin N × Fin 3 → ℝ) : ℝ :=
  ∑ i, ∑ j ∈ Finset.univ.filter (fun j => i < j), 1 / separation x i j
```

Show that
$$r_{ij}(cx)=c\,r_{ij}(x).$$

**Solution.** Take $c^2$ out of the sum of squares and use $\sqrt{c^2}=c$ for $c>0$:
$$\sqrt{\sum_k(cx_{(i,k)}-cx_{(j,k)})^2}=\sqrt{c^2\sum_k(x_{(i,k)}-x_{(j,k)})^2}=c\,r_{ij}(x).$$

```lean
/-- Stretching a configuration by `c > 0` stretches every distance between electrons by `c`. -/
theorem separation_smul {N : ℕ} {c : ℝ} (hc : 0 < c) (x : Fin N × Fin 3 → ℝ) (i j : Fin N) :
    separation (c • x) i j = c * separation x i j := by
  have h : ∑ k, ((c • x) (i, k) - (c • x) (j, k)) ^ 2 =
      c ^ 2 * ∑ k, (x (i, k) - x (j, k)) ^ 2 := by
    rw [Finset.mul_sum]
    refine Finset.sum_congr rfl fun k _ => ?_
    simp only [Pi.smul_apply, smul_eq_mul]
    ring
  rw [separation, h, Real.sqrt_mul (sq_nonneg c), Real.sqrt_sq hc.le, separation]
```

## (j) Electrons with Coulomb repulsion

Let $\psi$ solve the equation at full coupling wherever no two electrons coincide. Show that in the same region
$$\mathrm i\,\partial_t\psi_c=-\tfrac12\Delta\psi_c+\bigl[c^2v(cx,c^2t)+c\,W_{\mathrm C}(x)\bigr]\psi_c.$$

**Solution.** By (i),
$$W_{\mathrm C}(cx)=\sum_{i<j}\frac1{c\,r_{ij}(x)}=\frac{W_{\mathrm C}(x)}c,$$
so the repulsion has the required homogeneity. Also $c\,r_{ij}>0$ exactly when $r_{ij}>0$, so the region is unchanged. Part (g) with $g=1$ finishes the argument; `hW` and `hΩ` are these two observations.

The statement imposes no condition at coincident electrons. It does require $\psi$ to be $C^2$ everywhere else, so a wavefunction with cusps at point nuclei calls for (g), with those configurations also removed from $\Omega$.

```lean
/-- For electrons with Coulomb repulsion, scaling by `c > 0` turns a solution at full coupling,
away from coincident electrons, into a solution there with repulsion of strength `c` and
external potential `c² v(c x, c² t)`. -/
theorem coulomb_coupling_scaling {N : ℕ} {c : ℝ} (hc : 0 < c)
    {ψ : (Fin N × Fin 3 → ℝ) → ℝ → ℂ} {v : (Fin N × Fin 3 → ℝ) → ℝ → ℝ}
    (h : Solves (apart N) ψ (fun x t => v x t + coulomb x)) :
    Solves (apart N) (scaleWave c ψ)
      (fun x t => c ^ 2 * v (c • x) (c ^ 2 * t) + c * coulomb x) := by
  have hW : InverseHomogeneous (coulomb (N := N)) := by
    intro b hb x
    simp only [coulomb, separation_smul hb, Finset.sum_div, div_div, mul_comm b]
  have hΩ : {x | c • x ∈ apart N} = apart N := by
    ext x
    simp only [apart, Set.mem_ofPred_eq, separation_smul hc, mul_pos_iff_of_pos_left hc]
  have h' := coupling_scaling hc hW (v := v) (g := 1) (by simpa only [one_mul] using h)
  simpa only [mul_one, hΩ] using h'

end

end CouplingConstantScaling
```

```lean
#print axioms CouplingConstantScaling.density_scaleWave
-- 'CouplingConstantScaling.density_scaleWave' depends on axioms: [propext, Classical.choice, Quot.sound]
#print axioms CouplingConstantScaling.coupling_scaling
-- 'CouplingConstantScaling.coupling_scaling' depends on axioms: [propext, Classical.choice, Quot.sound]
#print axioms CouplingConstantScaling.coupling_scaling_iff
-- 'CouplingConstantScaling.coupling_scaling_iff' depends on axioms: [propext, Classical.choice, Quot.sound]
#print axioms CouplingConstantScaling.coulomb_coupling_scaling
-- 'CouplingConstantScaling.coulomb_coupling_scaling' depends on axioms: [propext, Classical.choice, Quot.sound]
```
